# Explicit Euler damps an underdamped linearised laser exactly when \(h<\gamma/w^2\)

A simulated laser can ring more and more strongly after a small disturbance although its equations say that the ringing dies out. Take a relaxation oscillation whose amplitude decays as \(e^{-\gamma t/2}\) with \(\gamma=0.05\,w\), where \(w\) is its undamped angular frequency, and give explicit Euler a hundred steps per period. The curve looks smooth, yet the oscillation energy defined below grows by about 8 per cent per period, while the true solution loses about 27 per cent. The cause is the step length \(h\), which has to be compared with \(\gamma/w^2\) and not only with the period.

```lean
import Mathlib

open Filter Topology

namespace LaserRelaxationEuler

noncomputable section
```

## The laser near its steady state

Let \(y\) be the fractional deviation of the photon number from its steady value, and let \(x\) be the excess gain rate, proportional to the deviation of the population inversion. To first order,

\[
x'=-\gamma x-w^2y,\qquad y'=x .
\]

The constant \(\gamma\) is the rate at which an inversion disturbance relaxes, through spontaneous and stimulated processes together. The constant \(w^2\) measures how strongly extra photons deplete the gain that produces them. Both are given numbers here, not derived from a microscopic model. The model has a single mode, and it neglects gain compression and spontaneous emission into the mode, which would add a term in \(y\) to the second equation.

In Lean a state is a pair `s : ℝ × ℝ`, with `s.1` for \(x\) and `s.2` for \(y\), both as numbers in fixed units. The right-hand side is `rate`.

```lean
/-- Right-hand side of the linearised laser equations `x' = -γ x - w² y`, `y' = x`. -/
def rate (γ w : ℝ) (s : ℝ × ℝ) : ℝ × ℝ := (-γ * s.1 - w ^ 2 * s.2, s.1)
```

Explicit Euler follows the present rate of change for a time \(h\):

\[
x_{n+1}=x_n-h(\gamma x_n+w^2y_n),\qquad y_{n+1}=y_n+hx_n .
\]

The numerical trajectory after \(n\) steps is written `(eulerStep γ w h)^[n] s`. Its entries are real numbers, without rounding.

```lean
/-- One explicit Euler step of length `h`. -/
def eulerStep (γ w h : ℝ) (s : ℝ × ℝ) : ℝ × ℝ := s + h • rate γ w s
```

## An energy suited to damped ringing

The useful measure of the disturbance is

\[
E(x,y)=x^2+\gamma xy+w^2y^2 .
\]

Along an exact solution,

\[
E'=2xx'+\gamma(x'y+xy')+2w^2yy'=-\gamma x^2-\gamma^2xy-\gamma w^2y^2=-\gamma E .
\]

The cross term makes the decay purely exponential. Without it, the derivative of \(x^2+w^2y^2\) is \(-2\gamma x^2\), so the decay would speed up and slow down twice in each period.

```lean
/-- The quadratic form `x² + γ x y + w² y²`, an energy adapted to the damped oscillation. -/
def energy (γ w : ℝ) (s : ℝ × ℝ) : ℝ := s.1 ^ 2 + γ * s.1 * s.2 + w ^ 2 * s.2 ^ 2
```

## The oscillation and its period

The trial solution \(y=e^{\lambda t}\) gives \(\lambda^2+\gamma\lambda+w^2=0\). For \(w>\gamma/2\) the roots are \(-\gamma/2\pm i\Omega\), with

\[
\Omega=\sqrt{w^2-\gamma^2/4}.
\]

```lean
/-- Angular frequency of the damped relaxation oscillation, for `γ² / 4 ≤ w²`. -/
def ringFreq (γ w : ℝ) : ℝ := Real.sqrt (w ^ 2 - γ ^ 2 / 4)
```

The sine and cosine of \(\Omega t\) repeat after

\[
T=\frac{2\pi}{\Omega},
\]

so the oscillation then returns to the same state multiplied by \(e^{-\gamma T/2}\). This is the sense in which a damped oscillation has a period.

```lean
/-- Period of the damped relaxation oscillation, for `γ² / 4 < w²`. -/
def period (γ w : ℝ) : ℝ := 2 * Real.pi / ringFreq γ w
```

One such oscillation, with its \(x\) obtained by differentiating \(y\), is

\[
y=e^{-\gamma t/2}\cos\Omega t,\qquad
x=e^{-\gamma t/2}\left(-\tfrac{\gamma}{2}\cos\Omega t-\Omega\sin\Omega t\right).
\]

```lean
/-- The relaxation oscillation with `y = exp (-γ t / 2) cos (Ω t)` and `x = y'`,
where `Ω` is the damped frequency. -/
def ringing (γ w t : ℝ) : ℝ × ℝ :=
  (Real.exp (-(γ / 2) * t) * (-(γ / 2) * Real.cos (ringFreq γ w * t)
      - ringFreq γ w * Real.sin (ringFreq γ w * t)),
    Real.exp (-(γ / 2) * t) * Real.cos (ringFreq γ w * t))
```

The frequency is real and positive because \(w^2-\gamma^2/4=(w-\gamma/2)(w+\gamma/2)\) is a product of positive factors. `ringFreq_spec` records this, together with the value of \(\Omega^2\).

```lean
/-- For `γ > 0` and `w > γ / 2` the damped frequency is positive and its square
is `w² - γ² / 4`. -/
theorem ringFreq_spec {γ w : ℝ} (hγ : 0 < γ) (hw : γ / 2 < w) :
    0 < ringFreq γ w ∧ ringFreq γ w ^ 2 = w ^ 2 - γ ^ 2 / 4 := by
  have hd : 0 < w ^ 2 - γ ^ 2 / 4 := by
    have := mul_pos (sub_pos.mpr hw) (show 0 < w + γ / 2 by linarith)
    nlinarith
  exact ⟨Real.sqrt_pos.mpr hd, Real.sq_sqrt hd.le⟩
```

To check the first equation, differentiate \(x\):

\[
x'=e^{-\gamma t/2}\left[\left(\tfrac{\gamma^2}{4}-\Omega^2\right)\cos\Omega t+\gamma\Omega\sin\Omega t\right],
\]

\[
-\gamma x-w^2y=e^{-\gamma t/2}\left[\left(\tfrac{\gamma^2}{2}-w^2\right)\cos\Omega t+\gamma\Omega\sin\Omega t\right].
\]

The two agree because \(\Omega^2=w^2-\gamma^2/4\). In `ringing_solves`, `HasDerivAt` says that the pair has the required derivative at every time \(t\). The proof assembles the derivatives of the exponential, cosine and sine by the product rule, and `linear_combination` inserts the value of \(\Omega^2\).

```lean
/-- For `γ > 0` and `w > γ / 2` the relaxation oscillation solves the linearised
laser equations. -/
theorem ringing_solves {γ w : ℝ} (hγ : 0 < γ) (hw : γ / 2 < w) (t : ℝ) :
    HasDerivAt (ringing γ w) (rate γ w (ringing γ w t)) t := by
  have hΩ := (ringFreq_spec hγ hw).2
  have l (a : ℝ) : HasDerivAt (fun u : ℝ => a * u) a t := by
    simpa using (hasDerivAt_id' t).const_mul a
  have e : HasDerivAt (fun u : ℝ => Real.exp (-(γ / 2) * u))
      (Real.exp (-(γ / 2) * t) * (-(γ / 2))) t := (l _).exp
  have c : HasDerivAt (fun u : ℝ => Real.cos (ringFreq γ w * u))
      (-Real.sin (ringFreq γ w * t) * ringFreq γ w) t := (l _).cos
  have s : HasDerivAt (fun u : ℝ => Real.sin (ringFreq γ w * u))
      (Real.cos (ringFreq γ w * t) * ringFreq γ w) t := (l _).sin
  have hx := e.fun_mul ((c.const_mul (-(γ / 2))).fun_sub (s.const_mul (ringFreq γ w)))
  refine (hx.prodMk (e.fun_mul c)).congr_deriv (Prod.ext ?_ ?_)
  · simp only [rate, ringing]
    linear_combination
      (-(Real.exp (-(γ / 2) * t) * Real.cos (ringFreq γ w * t))) * hΩ
  · simp only [rate, ringing]
    ring
```

## What one Euler step does to the energy

Write \(v=(u,x)\) for the rate of change, with \(u=-\gamma x-w^2y\). Since \(E\) is quadratic, \(E(s+hv)\) has three terms. The first is \(E(s)\), and the term linear in \(h\) is \(-h\gamma E(s)\), by the calculation of \(E'\) above. The last is \(h^2E(v)\), where

\[
E(v)=u(u+\gamma x)+w^2x^2=-w^2yu+w^2x^2=w^2E(s).
\]

Therefore

\[
E_{n+1}=qE_n,\qquad q=1-h\gamma+h^2w^2,\qquad E_n=q^nE_0 .
\]

The term \(-h\gamma\) is the physical damping to first order in \(h\). For \(\gamma,w,h>0\) the term \(h^2w^2\) opposes it, and outweighs it when the step is long enough. The identity holds for all real \(\gamma\), \(w\) and \(h\). In Lean, `ring` verifies the single step, and induction on `n` gives the power.

```lean
/-- Each Euler step multiplies the energy by exactly `1 - h γ + h² w²`, so `n` steps
multiply it by the `n`-th power of this factor. -/
theorem energy_iterate (γ w h : ℝ) (s : ℝ × ℝ) (n : ℕ) :
    energy γ w ((eulerStep γ w h)^[n] s)
      = (1 - h * γ + h ^ 2 * w ^ 2) ^ n * energy γ w s := by
  induction n with
  | zero => simp
  | succ n ih =>
    have step (r : ℝ × ℝ) : energy γ w (eulerStep γ w h r)
        = (1 - h * γ + h ^ 2 * w ^ 2) * energy γ w r := by
      simp only [energy, eulerStep, rate, Prod.fst_add, Prod.snd_add, Prod.smul_fst,
        Prod.smul_snd, smul_eq_mul]
      ring
    rw [Function.iterate_succ_apply', step, ih]
    ring
```

## Small energy means a small disturbance

Completing the square in two ways gives

\[
w^2E-\Omega^2x^2=\left(w^2y+\tfrac{\gamma}{2}x\right)^2\ge0,\qquad
E-\Omega^2y^2=\left(x+\tfrac{\gamma}{2}y\right)^2\ge0 .
\]

When \(\Omega^2>0\), the energy thus controls both coordinates. The Lean statement writes `w ^ 2 - γ ^ 2 / 4` in place of \(\Omega^2\), and its proof supplies the same two squares.

```lean
/-- The energy bounds both coordinates: `(w² - γ²/4) x² ≤ w² E` and
`(w² - γ²/4) y² ≤ E`. -/
theorem energy_bounds (γ w : ℝ) (s : ℝ × ℝ) :
    (w ^ 2 - γ ^ 2 / 4) * s.1 ^ 2 ≤ w ^ 2 * energy γ w s ∧
      (w ^ 2 - γ ^ 2 / 4) * s.2 ^ 2 ≤ energy γ w s := by
  unfold energy
  constructor
  · linarith [sq_nonneg (w ^ 2 * s.2 + γ / 2 * s.1)]
  · linarith [sq_nonneg (s.1 + γ / 2 * s.2)]
```

## The step limit

Since

\[
q-1=h(hw^2-\gamma)
\]

and \(h>0\), we have \(q<1\) exactly when \(h<\gamma/w^2\). Also \(q=(1-h\gamma/2)^2+h^2\Omega^2\ge0\).

If \(h<\gamma/w^2\), then \(q^n\to0\), and the bounds

\[
x_n^2\le\frac{w^2q^nE_0}{\Omega^2},\qquad y_n^2\le\frac{q^nE_0}{\Omega^2}
\]

send both coordinates to zero. The local result `decay` carries out this argument once and is applied to each coordinate.

If \(h\ge\gamma/w^2\), start from \((1,0)\), where \(E_0=1\). Then \(E_n=q^n\ge1\) for every \(n\). If the trajectory tended to zero, continuity of \(E\) would give \(E(0,0)\ge1\), but \(E(0,0)=0\).

In `euler_tendsto_zero_iff`, the left side of the equivalence says that for every initial state `s` the iterates tend to the zero pair as `n` grows. The assumptions are \(\gamma>0\), \(w>\gamma/2\) and \(h>0\).

```lean
/-- For `γ > 0`, `w > γ / 2` and `h > 0`, explicit Euler sends every initial state to zero
if and only if `h < γ / w²`. -/
theorem euler_tendsto_zero_iff {γ w h : ℝ} (hγ : 0 < γ) (hw : γ / 2 < w) (hh : 0 < h) :
    (∀ s : ℝ × ℝ, Tendsto (fun n : ℕ => (eulerStep γ w h)^[n] s) atTop (𝓝 0))
      ↔ h < γ / w ^ 2 := by
  have hw0 : 0 < w := by linarith
  obtain ⟨hΩ, hsq⟩ := ringFreq_spec hγ hw
  have hd : 0 < w ^ 2 - γ ^ 2 / 4 := hsq ▸ pow_pos hΩ 2
  rw [lt_div_iff₀ (pow_pos hw0 2)]
  constructor
  · -- if the factor is at least one, the start (1, 0) keeps energy at least one
    intro H
    by_contra hcon
    have hq : 1 ≤ 1 - h * γ + h ^ 2 * w ^ 2 := by
      have := mul_le_mul_of_nonneg_left (not_lt.mp hcon) hh.le
      linarith
    have hc : Continuous (energy γ w) := by
      unfold energy
      fun_prop
    have hlim := (hc.tendsto 0).comp (H (1, 0))
    have h1 : 1 ≤ energy γ w 0 := ge_of_tendsto' hlim (fun n => by
      change 1 ≤ energy γ w ((eulerStep γ w h)^[n] (1, 0))
      rw [energy_iterate]
      simpa [energy] using one_le_pow₀ hq)
    norm_num [energy] at h1
  · -- if the factor is below one, the energy and hence both coordinates decay
    intro hlt s
    have hq1 : 1 - h * γ + h ^ 2 * w ^ 2 < 1 := by
      have := mul_lt_mul_of_pos_left hlt hh
      linarith
    have hq0 : 0 ≤ 1 - h * γ + h ^ 2 * w ^ 2 := by
      linarith [sq_nonneg (1 - h * γ / 2), mul_pos (pow_pos hh 2) hd]
    have decay (a : ℕ → ℝ) (C : ℝ)
        (ha : ∀ n, (w ^ 2 - γ ^ 2 / 4) * a n ^ 2
          ≤ C * energy γ w ((eulerStep γ w h)^[n] s)) : Tendsto a atTop (𝓝 0) := by
      have hE := ((tendsto_pow_atTop_nhds_zero_of_lt_one hq0 hq1).mul_const
        (C * energy γ w s / (w ^ 2 - γ ^ 2 / 4))).sqrt
      rw [zero_mul, Real.sqrt_zero] at hE
      refine squeeze_zero_norm (fun n => ?_) hE
      rw [Real.norm_eq_abs]
      apply Real.abs_le_sqrt
      rw [← mul_div_assoc, le_div_iff₀ hd]
      have := ha n
      rw [energy_iterate] at this
      linarith
    exact (decay (fun n => ((eulerStep γ w h)^[n] s).1) (w ^ 2)
      (fun n => (energy_bounds γ w _).1)).prodMk_nhds
      (decay (fun n => ((eulerStep γ w h)^[n] s).2) 1
        (fun n => by simpa using (energy_bounds γ w ((eulerStep γ w h)^[n] s)).2))
```

The equivalence does not extend to the overdamped range \(w<\gamma/2\). Take \(\gamma=5\), \(w=2\) and \(h=1\), so that \(h<\gamma/w^2=5/4\). One Euler step sends \((-4,1)\) to \((12,-3)\), which is \(-3\) times the initial state, and the trajectory grows threefold at every step.

## Above the limit every disturbance grows

Failure to decay from one initial state is weaker than growth from every nonzero one. For \(h>\gamma/w^2\) the stronger statement holds. A nonzero state has \(E_0>0\), since \(E_0\le0\) would force both coordinates to vanish by the bounds above. Let \(\|s\|=\max(|x|,|y|)\), which is Lean's norm on pairs. Because \(xy\le\|s\|^2\),

\[
E(s)\le(1+\gamma+w^2)\|s\|^2,
\qquad
\|s_n\|\ge\sqrt{\frac{q^nE_0}{1+\gamma+w^2}} .
\]

Now \(q>1\), so the right side tends to infinity. In the proof, `hE` is the positivity of the energy, `bound` is the first inequality, and `tendsto_atTop_mono` transfers the growth to the norm. At \(h=\gamma/w^2\) itself \(q=1\), and the numerical energy stays constant.

```lean
/-- For `γ > 0`, `w > γ / 2` and a step `h > γ / w²`, the Euler trajectory of every nonzero
initial state grows without bound. -/
theorem euler_diverges {γ w h : ℝ} (hγ : 0 < γ) (hw : γ / 2 < w) (hh : γ / w ^ 2 < h)
    {s : ℝ × ℝ} (hs : s ≠ 0) :
    Tendsto (fun n : ℕ => ‖(eulerStep γ w h)^[n] s‖) atTop atTop := by
  have hw0 : 0 < w := by linarith
  obtain ⟨hΩ, hsq⟩ := ringFreq_spec hγ hw
  have hd : 0 < w ^ 2 - γ ^ 2 / 4 := hsq ▸ pow_pos hΩ 2
  have hh0 : 0 < h := lt_trans (by positivity) hh
  have hq : 1 < 1 - h * γ + h ^ 2 * w ^ 2 := by
    have := mul_lt_mul_of_pos_left ((div_lt_iff₀ (pow_pos hw0 2)).mp hh) hh0
    linarith
  -- a nonzero state has positive energy
  have hE : 0 < energy γ w s := by
    by_contra hn
    have hn' := not_lt.mp hn
    obtain ⟨b1, b2⟩ := energy_bounds γ w s
    have b3 := mul_nonneg (sq_nonneg w) (neg_nonneg.mpr hn')
    apply hs
    refine Prod.ext ?_ ?_
    · by_contra hx
      have := mul_pos hd (pow_pos (abs_pos.mpr hx) 2)
      rw [sq_abs] at this
      linarith
    · by_contra hy
      have := mul_pos hd (pow_pos (abs_pos.mpr hy) 2)
      rw [sq_abs] at this
      linarith
  have hC : 0 < 1 + γ + w ^ 2 := by positivity
  have hlim := Real.tendsto_sqrt_atTop.comp
    ((tendsto_pow_atTop_atTop_of_one_lt hq).atTop_mul_const (div_pos hE hC))
  refine tendsto_atTop_mono (fun n => ?_) hlim
  -- the energy is at most a constant times the squared norm
  have bound (r : ℝ × ℝ) : energy γ w r ≤ (1 + γ + w ^ 2) * ‖r‖ ^ 2 := by
    have h1 : r.1 ^ 2 ≤ ‖r‖ ^ 2 := by
      rw [← sq_abs r.1]
      exact pow_le_pow_left₀ (abs_nonneg _) (norm_fst_le r) 2
    have h2 : r.2 ^ 2 ≤ ‖r‖ ^ 2 := by
      rw [← sq_abs r.2]
      exact pow_le_pow_left₀ (abs_nonneg _) (norm_snd_le r) 2
    have h3 : r.1 * r.2 ≤ ‖r‖ ^ 2 := by linarith [sq_nonneg (r.1 - r.2)]
    have h4 := mul_le_mul_of_nonneg_left h3 hγ.le
    have h5 := mul_le_mul_of_nonneg_left h2 (sq_nonneg w)
    unfold energy
    linarith
  apply Real.sqrt_le_iff.mpr
  refine ⟨norm_nonneg _, ?_⟩
  change (1 - h * γ + h ^ 2 * w ^ 2) ^ n * (energy γ w s / (1 + γ + w ^ 2)) ≤ _
  rw [← mul_div_assoc, ← energy_iterate, div_le_iff₀ hC, mul_comm]
  exact bound _
```

## Many steps per period do not ensure decay

Let \(h=T/N\), with \(N\ge1\) steps per period. Damping lowers the frequency, \(\Omega\le w\), so

\[
h=\frac{2\pi}{\Omega N}\ge\frac{2\pi}{wN}.
\]

If \(\gamma<2\pi w/N\), then \(2\pi/(wN)>\gamma/w^2\), and the step is above the limit. However large \(N\) is, a sufficiently weakly damped oscillation therefore grows numerically. For \(N=100\), damping below about \(0.063\,w\) is enough, which includes the example at the beginning.

The condition on \(\gamma\) is sufficient for growth. In `resolved_period_diverges` it is the hypothesis `hweak`; the proof compares the two step lengths and then applies `euler_diverges`. For simulation practice, this means that in the linear single-mode model with constant coefficients, an explicit Euler step should be checked against the damping as well as the period.

```lean
/-- With `N ≥ 1` Euler steps per period, `γ > 0` and `w > γ / 2`, every nonzero initial
state grows without bound as soon as `γ < 2 π w / N`. -/
theorem resolved_period_diverges {γ w : ℝ} {N : ℕ} (hγ : 0 < γ) (hw : γ / 2 < w)
    (hN : 0 < N) (hweak : γ < 2 * Real.pi * w / N) {s : ℝ × ℝ} (hs : s ≠ 0) :
    Tendsto (fun n : ℕ => ‖(eulerStep γ w (period γ w / N))^[n] s‖) atTop atTop := by
  have hw0 : 0 < w := by linarith
  have hN' : (0 : ℝ) < N := Nat.cast_pos.mpr hN
  have hΩ := (ringFreq_spec hγ hw).1
  -- damping lowers the frequency, so the period is at least 2π / w
  have hle : ringFreq γ w ≤ w := by
    unfold ringFreq
    exact Real.sqrt_le_iff.mpr ⟨hw0.le, by linarith [sq_nonneg γ]⟩
  refine euler_diverges hγ hw ?_ hs
  rw [period, div_div, div_lt_div_iff₀ (pow_pos hw0 2) (mul_pos hΩ hN')]
  have h1 := mul_lt_mul_of_pos_right ((lt_div_iff₀ hN').mp hweak) hw0
  have h2 := mul_le_mul_of_nonneg_left hle (mul_pos hγ hN').le
  linarith

end

end LaserRelaxationEuler
```

```lean
#print axioms LaserRelaxationEuler.ringing_solves
-- 'LaserRelaxationEuler.ringing_solves' depends on axioms: [propext, Classical.choice, Quot.sound]
#print axioms LaserRelaxationEuler.euler_tendsto_zero_iff
-- 'LaserRelaxationEuler.euler_tendsto_zero_iff' depends on axioms: [propext, Classical.choice, Quot.sound]
#print axioms LaserRelaxationEuler.resolved_period_diverges
-- 'LaserRelaxationEuler.resolved_period_diverges' depends on axioms: [propext, Classical.choice, Quot.sound]
```
